# Recovering the virtual-occupied block from a density response with orthonormal orbitals

The columns of a real coefficient matrix `C` are split into finite occupied and virtual sets, Co and Cv, and are orthonormal with respect to a matrix `S`, in the sense that Cᵀ S C = 1. From a virtual-occupied block `X` and an overlap derivative `S'`, both arbitrary real matrices here, one forms the density response Cv X Coᵀ + Co Xᵀ Cvᵀ − Co (Coᵀ S' Co) Coᵀ. The theorem says that multiplying this by Cvᵀ S on the left and S Co on the right returns exactly `X`. The proof reads off three blocks of the orthonormality condition (occupied-occupied and virtual-virtual are identities, virtual-occupied is zero), expands the product and substitutes them, so that only the first term survives.

Lean 4 with Mathlib refuses this proof:

```lean
import Mathlib

open Matrix

namespace OrbitalResponse

noncomputable section

variable {n o v l m : Type*} [Fintype n] [Fintype o] [Fintype v] [Fintype m]

/-- The matrix `Cv X Coᵀ + Co Xᵀ Cvᵀ - Co (Coᵀ S' Co) Coᵀ`, built from the overlap
derivative `S'` and a virtual-occupied block `X`. -/
def densityResponse (C : Matrix n (o ⊕ v) ℝ) (S' : Matrix n n ℝ) (X : Matrix v o ℝ) :
    Matrix n n ℝ :=
  C.toCols₂ * X * C.toCols₁ᵀ + C.toCols₁ * Xᵀ * C.toCols₂ᵀ
    - C.toCols₁ * (C.toCols₁ᵀ * S' * C.toCols₁) * C.toCols₁ᵀ

/-- For orthonormal orbitals, multiplying the density response by `Cvᵀ S` from the left and by `S
Co` from the right gives back the virtual-occupied block `X`. -/
theorem project_densityResponse [DecidableEq o] [DecidableEq v]
    {C : Matrix n (o ⊕ v) ℝ} {S : Matrix n n ℝ} (hC : Cᵀ * S * C = 1)
    (S' : Matrix n n ℝ) (X : Matrix v o ℝ) :
    C.toCols₂ᵀ * S * densityResponse C S' X * (S * C.toCols₁) = X := by
  have hoo : C.toCols₁ᵀ * (S * C.toCols₁) = 1 := by
    rw [← Matrix.mul_assoc, ← Matrix.toBlocks₁₁_one (m := v)]
    exact congrArg Matrix.toBlocks₁₁ hC
  have hvo : C.toCols₂ᵀ * S * C.toCols₁ = 0 := by
    ext i j
    exact (congrFun (congrFun hC (Sum.inr i)) (Sum.inl j)).trans (by simp)
  have hvv : C.toCols₂ᵀ * S * C.toCols₂ = 1 := by
    ext i j
    exact (congrFun (congrFun hC (Sum.inr i)) (Sum.inr j)).trans
      (by simp [Matrix.one_apply])
  calc C.toCols₂ᵀ * S * densityResponse C S' X * (S * C.toCols₁)
      = (C.toCols₂ᵀ * S * C.toCols₂) * X * (C.toCols₁ᵀ * (S * C.toCols₁))
        + (C.toCols₂ᵀ * S * C.toCols₁) * (Xᵀ * C.toCols₂ᵀ * (S * C.toCols₁))
        - (C.toCols₂ᵀ * S * C.toCols₁) * ((C.toCols₁ᵀ * S' * C.toCols₁)
          * (C.toCols₁ᵀ * (S * C.toCols₁))) := by
        simp only [densityResponse, Matrix.mul_add, Matrix.mul_sub, Matrix.add_mul,
          Matrix.sub_mul, Matrix.mul_assoc]
    _ = X := by
        rw [hoo, hvo, hvv, Matrix.one_mul, Matrix.mul_one, Matrix.zero_mul,
          Matrix.zero_mul, add_zero, sub_zero]

end

end OrbitalResponse
```

The compiler's answer:

```
Main.lean:25:30: error(lean.unknownIdentifier): Unknown constant `Matrix.toBlocks₁₁_one`
```

Diagnosis. The message says that the constant `Matrix.toBlocks₁₁_one` does not exist under that name in the Mathlib being used. The proof of `hoo` wanted it for a backward rewrite, turning the identity on the occupied indices into the upper-left block of the identity on `o ⊕ v`. The goal would then have had the form that the next line, `congrArg Matrix.toBlocks₁₁ hC`, was meant to supply.

The repair does without the block lemma. It keeps the rewrite with `← Matrix.mul_assoc`, which brackets the product in the same way as `hC`, and then uses `ext i j` to compare entries. Evaluating `hC` at `Sum.inl i` and `Sum.inl j` equates the required entry of the product with an entry of the larger identity matrix. `simp [Matrix.one_apply]` shows that this entry equals the corresponding one of the occupied identity. The proof of `hvv` already treats the virtual block in this way.

The change, after which it compiles:

```diff
@@ -23,6 +23,8 @@
     C.toCols₂ᵀ * S * densityResponse C S' X * (S * C.toCols₁) = X := by
   have hoo : C.toCols₁ᵀ * (S * C.toCols₁) = 1 := by
-    rw [← Matrix.mul_assoc, ← Matrix.toBlocks₁₁_one (m := v)]
-    exact congrArg Matrix.toBlocks₁₁ hC
+    rw [← Matrix.mul_assoc]
+    ext i j
+    exact (congrFun (congrFun hC (Sum.inl i)) (Sum.inl j)).trans
+      (by simp [Matrix.one_apply])
   have hvo : C.toCols₂ᵀ * S * C.toCols₁ = 0 := by
     ext i j
```
